# With neighbour hopping, the nth-order correction to a nondegenerate site state extends at most n hops

When perturbation theory for an energy eigenstate starts from a single lattice site, the amplitudes of the order-n correction need to be stored only for sites within n hops of that site, provided that the unperturbed Hamiltonian is diagonal in the sites, that the perturbation couples only neighbours (or a site to itself) and that no other site has the starting site's unperturbed energy. The Lean code below proves this for a finite set of sites and shows that the bound is attained on an open chain started at its end site, when every forward hopping element is nonzero.

```lean
import Mathlib

open Matrix

namespace PerturbationLocality

/-- The perturbation `V` couples only equal or adjacent sites of the graph `G`. -/
def IsLocal {ι : Type*} (G : SimpleGraph ι) (V : Matrix ι ι ℂ) : Prop :=
  ∀ j k, V j k ≠ 0 → j = k ∨ G.Adj j k

variable {ι : Type*} [Fintype ι] [DecidableEq ι]

/-- The Rayleigh-Schroedinger equations for `diag d + V`, order by order, starting from
the site state at `o` and in intermediate normalisation. -/
structure IsRSSeries (d : ι → ℂ) (V : Matrix ι ι ℂ) (o : ι)
    (E : ℕ → ℂ) (ψ : ℕ → ι → ℂ) : Prop where
  zero_state : ψ 0 = Pi.single o 1
  zero_energy : E 0 = d o
  normalised : ∀ n, ψ (n + 1) o = 0
  order : ∀ n, diagonal d *ᵥ ψ (n + 1) + V *ᵥ ψ n =
    ∑ j ∈ Finset.range (n + 2), E j • ψ (n + 1 - j)

/-- The state corrections, computed recursively with energy denominators `d o - d k`. -/
noncomputable def rsState (d : ι → ℂ) (V : Matrix ι ι ℂ) (o : ι) : ℕ → ι → ℂ
  | 0 => Pi.single o 1
  | n + 1 => fun k => if k = o then 0 else
      ((V *ᵥ rsState d V o n) k - ∑ j : Fin (n + 1),
        (V *ᵥ rsState d V o j.val) o * rsState d V o (n - j.val) k) / (d o - d k)
termination_by n => n
decreasing_by all_goals omega

/-- The energy corrections belonging to `rsState`. -/
noncomputable def rsEnergy (d : ι → ℂ) (V : Matrix ι ι ℂ) (o : ι) : ℕ → ℂ
  | 0 => d o
  | n + 1 => (V *ᵥ rsState d V o n) o

/-- If a sequence of amplitudes is one at order zero and zero at all later orders, its
convolution with any sequence `a` returns `a`. -/
theorem sum_normalised (a f : ℕ → ℂ) (h0 : f 0 = 1) (hs : ∀ n, f (n + 1) = 0) (n : ℕ) :
    ∑ j ∈ Finset.range (n + 1), a j * f (n - j) = a n := by
  have hz : ∑ j ∈ Finset.range n, a j * f (n - j) = 0 :=
    Finset.sum_eq_zero fun j hj => by
      have hj' := Finset.mem_range.mp hj
      obtain ⟨m, hm⟩ : ∃ m, n - j = m + 1 := ⟨n - j - 1, by omega⟩
      rw [hm, hs, mul_zero]
  rw [Finset.sum_range_succ, hz, Nat.sub_self, h0, zero_add, mul_one]

/-- For a nondegenerate reference level the recursively computed corrections solve the
Rayleigh-Schroedinger equations at every order, for every perturbation `V`. -/
theorem rsSeries_witness (d : ι → ℂ) (V : Matrix ι ι ℂ) (o : ι)
    (hd : ∀ k, k ≠ o → d k ≠ d o) :
    IsRSSeries d V o (rsEnergy d V o) (rsState d V o) := by
  have h0 : rsState d V o 0 = Pi.single o 1 := by rw [rsState]
  have hs : ∀ n, rsState d V o (n + 1) o = 0 := by
    intro n
    rw [rsState]
    simp
  refine ⟨h0, by rw [rsEnergy], hs, fun n => ?_⟩
  funext k
  rw [Finset.sum_range_succ']
  simp only [Pi.add_apply, mulVec_diagonal, Finset.sum_apply, Pi.smul_apply, smul_eq_mul,
    Nat.add_sub_add_right, Nat.sub_zero, rsEnergy]
  by_cases hk : k = o
  · -- at the reference site the equation fixes the energy
    have s : ∑ j ∈ Finset.range (n + 1),
        (V *ᵥ rsState d V o j) o * rsState d V o (n - j) o = (V *ᵥ rsState d V o n) o :=
      sum_normalised (fun j => (V *ᵥ rsState d V o j) o) (fun m => rsState d V o m o)
        (by simp [h0]) hs n
    rw [hk, s]
    ring
  · -- elsewhere it fixes the amplitude
    have e : rsState d V o (n + 1) k = ((V *ᵥ rsState d V o n) k -
        ∑ j ∈ Finset.range (n + 1),
          (V *ᵥ rsState d V o j) o * rsState d V o (n - j) k) / (d o - d k) := by
      rw [rsState]
      simp only [if_neg hk, Finset.sum_range]
    rw [eq_div_iff (sub_ne_zero.mpr (hd k hk).symm)] at e
    linear_combination (-1 : ℂ) * e

variable {d : ι → ℂ} {V : Matrix ι ι ℂ} {o : ι} {E : ℕ → ℂ} {ψ : ℕ → ι → ℂ}
  {G : SimpleGraph ι}

/-- The amplitude at site `k` in order `n + 1`, times its energy denominator, is the action
of `V` on the previous order minus the renormalisation terms. -/
theorem IsRSSeries.component (h : IsRSSeries d V o E ψ) (n : ℕ) (k : ι) :
    (d o - d k) * ψ (n + 1) k =
      (V *ᵥ ψ n) k - ∑ j ∈ Finset.range (n + 1), E (j + 1) * ψ (n - j) k := by
  have e := congrFun (h.order n) k
  rw [Finset.sum_range_succ'] at e
  simp only [Pi.add_apply, mulVec_diagonal, Finset.sum_apply, Pi.smul_apply, smul_eq_mul,
    Nat.add_sub_add_right, Nat.sub_zero, h.zero_energy] at e
  linear_combination (-1 : ℂ) * e

/-- The energy correction of order `n + 1` is the reference component of `V ψ_n`. -/
theorem IsRSSeries.energy (h : IsRSSeries d V o E ψ) (n : ℕ) :
    E (n + 1) = (V *ᵥ ψ n) o := by
  have e := h.component n o
  have s : ∑ j ∈ Finset.range (n + 1), E (j + 1) * ψ (n - j) o = E (n + 1) :=
    sum_normalised (fun j => E (j + 1)) (fun m => ψ m o) (by simp [h.zero_state])
      h.normalised n
  rw [s] at e
  linear_combination e

/-- Locality of perturbation theory: for a nondegenerate reference level and a local `V`, the state
correction of order `n` vanishes at `k` unless a walk of length at most `n` joins the reference site
to `k`. -/
theorem locality (hd : ∀ k, k ≠ o → d k ≠ d o) (hV : IsLocal G V)
    (h : IsRSSeries d V o E ψ) (n : ℕ) :
    ∀ k, (¬ ∃ p : G.Walk o k, p.length ≤ n) → ψ n k = 0 := by
  induction n using Nat.strong_induction_on with
  | _ n ih =>
    intro k hk
    have hko : k ≠ o := by
      rintro rfl
      exact hk ⟨SimpleGraph.Walk.nil, by simp⟩
    cases n with
    | zero =>
      rw [h.zero_state]
      exact Pi.single_eq_of_ne hko 1
    | succ n =>
      -- one action of `V` extends a walk by at most one edge
      have hVψ : (V *ᵥ ψ n) k = 0 := by
        simp only [Matrix.mulVec, dotProduct]
        refine Finset.sum_eq_zero fun j _ => ?_
        by_cases hv : V k j = 0
        · rw [hv, zero_mul]
        · have hj : ψ n j = 0 := by
            refine ih n (Nat.lt_succ_self n) j ?_
            rintro ⟨p, hp⟩
            rcases hV k j hv with rfl | hadj
            · exact hk ⟨p, by omega⟩
            · exact hk ⟨p.concat hadj.symm, by
                rw [SimpleGraph.Walk.length_concat]; omega⟩
          rw [hj, mul_zero]
      -- the renormalisation terms contain only lower orders at the same site
      have hsum : ∑ j ∈ Finset.range (n + 1), E (j + 1) * ψ (n - j) k = 0 :=
        Finset.sum_eq_zero fun j _ => by
          rw [ih (n - j) (by omega) k (fun ⟨p, hp⟩ => hk ⟨p, by omega⟩), mul_zero]
      have e := h.component n k
      rw [hVψ, hsum, sub_zero] at e
      exact (mul_eq_zero.mp e).resolve_left (sub_ne_zero.mpr (hd k hko).symm)

/-- For a nondegenerate reference level and a local `V`, the state correction of order `n` vanishes
at every site whose graph distance from the reference site exceeds `n`. -/
theorem locality_dist (hd : ∀ k, k ≠ o → d k ≠ d o) (hV : IsLocal G V)
    (h : IsRSSeries d V o E ψ) {n : ℕ} {k : ι} (hk : n < G.dist o k) : ψ n k = 0 := by
  refine locality hd hV h n k ?_
  rintro ⟨p, hp⟩
  have := SimpleGraph.dist_le p
  omega

/-- For a nondegenerate reference level and a local `V`, at a site not reached within `n` steps, the
amplitude of order `n + 1` is `V ψ_n` divided by the energy denominator, without renormalisation
terms. -/
theorem leading_amplitude (hd : ∀ k, k ≠ o → d k ≠ d o) (hV : IsLocal G V)
    (h : IsRSSeries d V o E ψ) (n : ℕ) (k : ι)
    (hk : ¬ ∃ p : G.Walk o k, p.length ≤ n) :
    ψ (n + 1) k = (V *ᵥ ψ n) k / (d o - d k) := by
  have hko : k ≠ o := by
    rintro rfl
    exact hk ⟨SimpleGraph.Walk.nil, by simp⟩
  have hsum : ∑ j ∈ Finset.range (n + 1), E (j + 1) * ψ (n - j) k = 0 :=
    Finset.sum_eq_zero fun j _ => by
      rw [locality hd hV h (n - j) k (fun ⟨p, hp⟩ => hk ⟨p, by omega⟩), mul_zero]
  have e := h.component n k
  rw [hsum, sub_zero] at e
  rw [eq_div_iff (sub_ne_zero.mpr (hd k hko).symm)]
  linear_combination e

/-- On an open chain a walk advances by at most one site per step. -/
theorem chain_walk {M : ℕ} {i j : Fin M} (p : (SimpleGraph.pathGraph M).Walk i j) :
    j.val ≤ i.val + p.length := by
  induction p with
  | nil => simp
  | cons hadj p ih =>
    rw [SimpleGraph.Walk.length_cons]
    have := SimpleGraph.pathGraph_adj.mp hadj
    omega

/-- The bound is sharp: on an open chain with a nondegenerate first site, a local `V` and nonzero
forward hopping, the correction of order `n` to the state at the first site is nonzero at site `n`.
-/
theorem chain_sharp {N : ℕ} {d : Fin (N + 1) → ℂ} {V : Matrix (Fin (N + 1)) (Fin (N + 1)) ℂ}
    {E : ℕ → ℂ} {ψ : ℕ → Fin (N + 1) → ℂ} (hd : ∀ k, k ≠ 0 → d k ≠ d 0)
    (hV : IsLocal (SimpleGraph.pathGraph (N + 1)) V) (h : IsRSSeries d V 0 E ψ)
    (hop : ∀ n (hn : n + 1 < N + 1), V ⟨n + 1, hn⟩ ⟨n, Nat.lt_of_succ_lt hn⟩ ≠ 0) (n : ℕ) :
    ∀ hn : n < N + 1, ψ n ⟨n, hn⟩ ≠ 0 := by
  have hwalk : ∀ (m : ℕ) (k : Fin (N + 1)), m < k.val →
      ¬ ∃ p : (SimpleGraph.pathGraph (N + 1)).Walk 0 k, p.length ≤ m := by
    rintro m k hm ⟨p, hp⟩
    have hc := chain_walk p
    have h0 : ((0 : Fin (N + 1)) : ℕ) = 0 := rfl
    omega
  induction n with
  | zero =>
    intro hn
    have h0 : (⟨0, hn⟩ : Fin (N + 1)) = 0 := rfl
    rw [h.zero_state, h0, Pi.single_eq_same]
    exact one_ne_zero
  | succ n ih =>
    intro hn
    have hn' : n < N + 1 := Nat.lt_of_succ_lt hn
    -- only the site just behind the front feeds the new front
    have hs : (V *ᵥ ψ n) ⟨n + 1, hn⟩ = V ⟨n + 1, hn⟩ ⟨n, hn'⟩ * ψ n ⟨n, hn'⟩ := by
      simp only [Matrix.mulVec, dotProduct]
      refine Finset.sum_eq_single (⟨n, hn'⟩ : Fin (N + 1)) (fun j _ hj => ?_)
        (fun hh => absurd (Finset.mem_univ _) hh)
      by_cases hjn : n < j.val
      · rw [locality hd hV h n j (hwalk n j hjn), mul_zero]
      · have hne : j.val ≠ n := fun q => hj (Fin.ext q)
        have hv : V ⟨n + 1, hn⟩ j = 0 := by
          by_contra hv
          rcases hV _ _ hv with q | q
          · have q' : n + 1 = j.val := congrArg Fin.val q
            omega
          · have q' : n + 1 + 1 = j.val ∨ j.val + 1 = n + 1 :=
              SimpleGraph.pathGraph_adj.mp q
            omega
        rw [hv, zero_mul]
    have hk0 : (⟨n + 1, hn⟩ : Fin (N + 1)) ≠ 0 := fun q => by
      have q' : n + 1 = 0 := congrArg Fin.val q
      omega
    rw [leading_amplitude hd hV h n ⟨n + 1, hn⟩ (hwalk n _ (Nat.lt_succ_self n)), hs]
    exact div_ne_zero (mul_ne_zero (hop n hn) (ih hn')) (sub_ne_zero.mpr (hd _ hk0).symm)

end PerturbationLocality
```

```lean
#print axioms PerturbationLocality.IsRSSeries.energy
-- 'PerturbationLocality.IsRSSeries.energy' depends on axioms: [propext, Classical.choice, Quot.sound]
#print axioms PerturbationLocality.locality_dist
-- 'PerturbationLocality.locality_dist' depends on axioms: [propext, Classical.choice, Quot.sound]
#print axioms PerturbationLocality.chain_sharp
-- 'PerturbationLocality.chain_sharp' depends on axioms: [propext, Classical.choice, Quot.sound]
```

## Sites, couplings and orders

The sites form a finite type `ι`, and the starting site is `o`. The unperturbed Hamiltonian H0 is `diagonal d`, with site energies d_k, and the perturbation is a complex matrix V. With a coupling parameter λ, the equation behind the file is

(H0 + λV)(ψ_0 + λψ_1 + λ²ψ_2 + …) = (E_0 + λE_1 + λ²E_2 + …)(ψ_0 + λψ_1 + λ²ψ_2 + …).

Collecting the terms in λⁿ⁺¹ gives

H0 ψ_{n+1} + V ψ_n = Σ_{j=0}^{n+1} E_j ψ_{n+1−j},

which is the field `order` of `IsRSSeries`. The other fields set ψ_0 to the unit vector at o, E_0 to d_o, and ψ_{n+1}(o) to zero. This last condition is intermediate normalisation: the amplitude at the starting site stays exactly 1, and the corrected state is not a unit vector in general.

`IsLocal G V` says that a nonzero element V_jk requires j = k or an edge of the graph G between j and k. Changes of the site energies are therefore allowed in V. The hypothesis `hd` states that d_k ≠ d_o for k ≠ o; the other sites may be degenerate among themselves. Neither real energies nor a Hermitian V are required.

The theorem `locality` then says that ψ_n(k) = 0 unless G contains a walk from o to k of length at most n. `locality_dist` says the same with the graph distance. Mathlib assigns distance 0 to two sites that no walk connects, so for such sites the walk version is the informative one: it makes their amplitude vanish at every order.

These are statements about each coefficient of the series. They say nothing about its convergence, and an exact eigenvector can have amplitude far from o.

The sites need not be positions. In a finite basis of Slater determinants with a diagonal H0 and a nondegenerate reference, a V that changes at most two spin orbitals at a time gives an order-n wavefunction correction with at most 2n-fold excitations.

## One action of V, one more edge

Take the k-component of the order equation. The term j = 0 on the right is d_o ψ_{n+1}(k). Combining it with the term d_k ψ_{n+1}(k) from H0, solving for (d_o − d_k) ψ_{n+1}(k) and renumbering the remaining terms gives

(d_o − d_k) ψ_{n+1}(k) = (Vψ_n)(k) − Σ_{j=0}^{n} E_{j+1} ψ_{n−j}(k).  (1)

This is `IsRSSeries.component`. The sum on the right collects the renormalisation terms.

At k = o the left side is zero. In the sum, ψ_{n−j}(o) is 1 for j = n and 0 otherwise, so

E_{n+1} = (Vψ_n)(o).

The lemma `sum_normalised` evaluates that sum, and `IsRSSeries.energy` states the result.

Locality follows by strong induction on the order. At order 0 only o carries amplitude, and the walk of length zero reaches it. Now suppose that the claim holds through order n, and let k be a site that no walk of length at most n+1 reaches from o. Consider the two parts of the right side of (1).

- In (Vψ_n)(k) = Σ_j V_kj ψ_n(j), a nonzero V_kj means that j equals k or is its neighbour. If a walk of length at most n reached j, it would reach k with at most one further edge, contrary to the choice of k. Hence ψ_n(j) = 0, and every term vanishes.
- Each renormalisation term contains ψ_{n−j}(k), an amplitude of lower order at the same site. Since k is out of reach in n+1 steps, it is out of reach in n−j steps, and this amplitude is zero too.

What remains is (d_o − d_k) ψ_{n+1}(k) = 0. The site k is not o, so the energy denominator is nonzero and ψ_{n+1}(k) = 0.

In the Lean proof, `hVψ` is the first point, with `p.concat hadj.symm` appending the extra edge, and `hsum` is the second. The last line cancels the nonzero factor.

The series in question exists for every V once the reference level is nondegenerate. `rsState` solves (1) for the next amplitude by dividing by d_o − d_k, and `rsEnergy` supplies the energies. `rsSeries_witness` checks the order equation separately at o, where it fixes the energy, and at the other sites, where it fixes the amplitude.

## The front on an open chain

If k is not reached within n steps, the renormalisation terms in (1) vanish, whether or not step n+1 reaches k. This leaves

ψ_{n+1}(k) = (Vψ_n)(k) / (d_o − d_k),

which is `leading_amplitude`. At the order equal to the length of the shortest walk from o to k, the amplitude at k therefore involves no energy corrections: the amplitudes that feed it sit at sites one step closer to o, at the order equal to their own shortest walk length, so the same argument applies to them. If the contributions of several shortest walks cancel, the amplitude at k vanishes at this order; it may appear at a later one, where it can involve energy corrections, or not at all.

On an open chain with sites 0, …, N and start o = 0, only site n can feed site n+1 at order n+1: sites further ahead are still empty, and sites further behind are not neighbours. So

ψ_{n+1}(n+1) = V_{n+1,n} ψ_n(n) / (d_0 − d_{n+1}).

If every forward hopping element V_{n+1,n} is nonzero, induction gives ψ_n(n) ≠ 0 for all n ≤ N. That is `chain_sharp`. Its proof uses `chain_walk`, which says that a walk advances by at most one site per step, and `Finset.sum_eq_single`, which reduces the matrix–vector product to the one contributing site. The backward elements may be zero.

## Three sites with energies 0, 1 and 2

Let the chain have d = (0, 1, 2), hopping elements V_01 = V_10 = V_12 = V_21 = 1 and all other elements of V zero. Start from ψ_0 = (1, 0, 0).

At first order, Vψ_0 = (0, 1, 0), so E_1 = 0 and

ψ_1 = (0, −1, 0).

Site 2 is still empty. At second order, Vψ_1 = (−1, 0, −1), so E_2 = −1. The amplitude at site 2 is −1/(0 − 2) = 1/2, and site 1 receives nothing:

ψ_2 = (0, 0, 1/2).

At third order, Vψ_2 = (0, 1/2, 0) and E_3 = 0. Site 1 was reached earlier, so a renormalisation term now contributes there:

ψ_3(1) = (1/2 − E_2 ψ_1(1)) / (0 − 1) = (1/2 − 1)/(−1) = 1/2.

## A resonant site two hops away

Without the condition d_k ≠ d_o the bound can fail. Keep the same hopping, but take d = (0, 1, 0) and add V_22 = 1. Sites 0 and 2 now have the same unperturbed energy, and V is still local on the chain.

As before, E_1 = 0 and ψ_1(1) = −1. At site 2 the factor d_0 − d_2 is zero, so the first-order equation there reads 0 = 0 and leaves ψ_1(2) open. The second-order equation at the same site decides it:

0 = V_21 ψ_1(1) + V_22 ψ_1(2) = −1 + ψ_1(2).

Hence ψ_1(2) = 1: the first-order correction already sits two hops from the start. The series continues to all orders in the same way, because the equation at site 2 always fixes the amplitude of the order before, with coefficient V_22 − E_1 = 1. Physically, the second-order coupling between the two resonant sites is divided by a splitting that is itself of first order in λ, and the quotient is of first order.
